# Coupling to higher-lying ghost states lowers a valence level at second order

A nonlocal pseudopotential can produce ghost states, solutions that correspond to no state of the real atom. If they all lie above the occupied levels they stay empty, and they may look harmless. In the isolated pseudo-atom they are eigenstates of the same Hamiltonian as the valence orbital and do not couple to it. In a molecule or a solid, though, the potential of the surroundings can couple them to that orbital, and the question is what this does to its energy. Let \(e\) be the energy of the orbital before coupling, \(G\) the Hermitian block of \(n\) ghost states, and \(c\) the vector of couplings:

\[
H=\begin{pmatrix} e & c^*\\ c & G\end{pmatrix},\qquad G\ge g>e,\qquad c\neq 0 .
\]

The lowest eigenvalue \(E\) of \(H\) then satisfies

\[
e-\frac{\|c\|^2}{g-e}\;\le\; E\;<\;e .
\]

This is a finite, one-electron model in an orthonormal basis. The overlap operator \(S\) of an ultrasoft pseudopotential must already have been absorbed into that basis.

In Lean 4 with Mathlib:

```lean
import Mathlib

open Matrix
open scoped ComplexOrder

namespace GhostLevelRepulsion

noncomputable section

variable {n : Type*} [Fintype n]
```

## States, energies and levels

The squared norm of a state \(x\) is \(\|x\|^2=\sum_i|x_i|^2\), called `weight x`.

```lean
/-- The squared norm of a state, the sum of the squared moduli of its amplitudes. -/
def weight (x : n → ℂ) : ℝ := ∑ i, ‖x i‖ ^ 2
```

The energy is the unnormalised form \(\mathrm{Re}\,x^*Ax\). The mean energy of a nonzero state is `energy A x` divided by `weight x`.

```lean
/-- The real part of the quadratic form `x* A x`, the unnormalised energy of the state `x`. -/
def energy (A : Matrix n n ℂ) (x : n → ℂ) : ℝ := (star x ⬝ᵥ (A *ᵥ x)).re
```

A level is a real number \(\mu\) with \(Av=\mu v\) for some \(v\neq0\). For a Hermitian matrix these are all the eigenvalues.

```lean
/-- The real eigenvalues of a matrix: numbers that have a nonzero eigenvector. -/
def levels (A : Matrix n n ℂ) : Set ℝ := {μ | ∃ v : n → ℂ, v ≠ 0 ∧ A *ᵥ v = (μ : ℂ) • v}
```

The Hamiltonian is indexed by `Option n`: `none` is the physical orbital and `some i` is the \(i\)-th ghost. The column below \(e\) holds \(c_i\), and the row beside it holds the conjugates.

```lean
/-- The Hamiltonian `[[e, c*], [c, G]]` of one physical level `e` (index `none`) coupled
through `c` to a block `G` of ghost states (indices `some i`). -/
def ghostH (e : ℝ) (c : n → ℂ) (G : Matrix n n ℂ) : Matrix (Option n) (Option n) ℂ :=
  Matrix.of fun i j => match i, j with
    | none, none => (e : ℂ)
    | none, some j => star (c j)
    | some i, none => c i
    | some i, some j => G i j
```

Two facts about norms are needed, \(x^*x=\|x\|^2\) and \(\|x\|^2>0\) for \(x\ne0\).

```lean
/-- The inner product of a state with itself is its squared norm. -/
theorem star_dot_self (x : n → ℂ) : star x ⬝ᵥ x = (weight x : ℂ) := by
  simp [dotProduct, weight, Complex.conj_mul']

/-- A nonzero state has positive squared norm. -/
theorem weight_pos {x : n → ℂ} (hx : x ≠ 0) : 0 < weight x := by
  obtain ⟨i, hi⟩ := Function.ne_iff.1 hx
  exact Finset.sum_pos' (fun _ _ => by positivity)
    ⟨i, Finset.mem_univ i, pow_pos (norm_pos_iff.2 hi) 2⟩
```

\(H\) is Hermitian because \(G\) is and the couplings occur in conjugate pairs. The proof checks the four blocks in turn.

```lean
omit [Fintype n] in
/-- The Hamiltonian is Hermitian when its ghost block is. -/
theorem ghostH_isHermitian (e : ℝ) (c : n → ℂ) {G : Matrix n n ℂ} (hG : G.IsHermitian) :
    (ghostH e c G).IsHermitian := by
  ext i j
  rcases i with _ | i <;> rcases j with _ | j
  · simp [ghostH]
  · simp [ghostH]
  · simp [ghostH]
  · exact hG.apply i j
```

## The energy of a superposition

Write \(y=(a,x)\), with \(a\) the amplitude on the physical orbital and \(x\) the ghost part. Multiplying out,

\[
y^*Hy=\bar a\,(ea+c^*x)+(x^*c)\,a+x^*Gx .
\]

Since \((x^*c)\,a\) is the complex conjugate of \(\bar a\,(c^*x)\), the real part is

\[
e|a|^2+2\,\mathrm{Re}\big(\bar a\,c^*x\big)+\mathrm{Re}\,x^*Gx .
\]

In the code, `h` is the multiplication and `h2` the conjugation.

```lean
/-- The energy of a superposition is the sum of a physical part, a coupling part and a ghost part.
-/
theorem energy_expand (e : ℝ) (c : n → ℂ) (G : Matrix n n ℂ) (y : Option n → ℂ) :
    energy (ghostH e c G) y = e * ‖y none‖ ^ 2
      + 2 * (star (y none) * (star c ⬝ᵥ fun i => y (some i))).re
      + energy G (fun i => y (some i)) := by
  have h : star y ⬝ᵥ (ghostH e c G *ᵥ y)
      = star (y none) * (e * y none + star c ⬝ᵥ fun i => y (some i))
        + ((star (fun i => y (some i)) ⬝ᵥ c) * y none
        + star (fun i => y (some i)) ⬝ᵥ (G *ᵥ fun i => y (some i))) := by
    simp [dotProduct, Matrix.mulVec, ghostH, Fintype.sum_option, mul_add,
      Finset.sum_add_distrib, Finset.sum_mul, mul_assoc]
    ring
  -- the two coupling terms are complex conjugates of each other
  have h2 : star (fun i => y (some i)) ⬝ᵥ c = star (star c ⬝ᵥ fun i => y (some i)) := by
    simp [dotProduct, mul_comm]
  unfold energy
  rw [h, h2]
  generalize star (fun i => y (some i)) ⬝ᵥ (G *ᵥ fun i => y (some i)) = w
  generalize (star c ⬝ᵥ fun i => y (some i)) = z
  generalize y none = a
  rw [Complex.sq_norm, Complex.normSq_apply]
  simp only [Complex.star_def, Complex.add_re, Complex.mul_re, Complex.add_im,
    Complex.mul_im, Complex.conj_re, Complex.conj_im, Complex.ofReal_re, Complex.ofReal_im]
  ring
```

## How far the energy can fall

Put \(\delta=\|c\|^2/(g-e)\). The Cauchy–Schwarz inequality gives \(|c^*x|\le\|c\|\,\|x\|\), and \(\|c\|^2=\delta(g-e)\), so

\[
2|a|\,|c^*x|\le 2\sqrt{\delta}\,|a|\,\sqrt{g-e}\,\|x\|\le\delta|a|^2+(g-e)\|x\|^2 ,
\]

where the last step is \((\sqrt\delta\,|a|-\sqrt{g-e}\,\|x\|)^2\ge0\). With \(x^*Gx\ge g\|x\|^2\), the energy is at least

\[
(e-\delta)|a|^2+e\|x\|^2\;\ge\;(e-\delta)\big(|a|^2+\|x\|^2\big).
\]

The proof avoids square roots: `hz` is Cauchy–Schwarz in squared form, and `hsq` compares the squares of the two sides.

```lean
/-- If the ghost block is bounded below by `g > e`, the energy of every state is at least
`e - ‖c‖² / (g - e)` times its squared norm. -/
theorem energy_lower_bound {e g : ℝ} (c : n → ℂ) {G : Matrix n n ℂ} (hge : e < g)
    (hg : ∀ x, g * weight x ≤ energy G x) (y : Option n → ℂ) :
    (e - weight c / (g - e)) * weight y ≤ energy (ghostH e c G) y := by
  have hw : weight y = ‖y none‖ ^ 2 + weight (fun i => y (some i)) :=
    Fintype.sum_option _
  have hG := hg (fun i => y (some i))
  rw [energy_expand, hw]
  generalize (fun i => y (some i)) = x at *
  generalize y none = a at *
  have hD : 0 < g - e := sub_pos.2 hge
  have hs : 0 ≤ weight c := Finset.sum_nonneg fun _ _ => by positivity
  have hX : 0 ≤ weight x := Finset.sum_nonneg fun _ _ => by positivity
  -- Cauchy-Schwarz for the coupling
  have hz : ‖star c ⬝ᵥ x‖ ^ 2 ≤ weight c * weight x := by
    have h1 : ‖star c ⬝ᵥ x‖ ≤ ∑ i, ‖c i‖ * ‖x i‖ := by
      refine (norm_sum_le _ _).trans (le_of_eq ?_)
      exact Finset.sum_congr rfl fun i _ => by simp
    exact (pow_le_pow_left₀ (norm_nonneg _) h1 2).trans
      (Finset.sum_mul_sq_le_sq_mul_sq Finset.univ (fun i => ‖c i‖) (fun i => ‖x i‖))
  have hre : -(‖a‖ * ‖star c ⬝ᵥ x‖) ≤ (star a * (star c ⬝ᵥ x)).re := by
    have h1 := (abs_le.1 (Complex.abs_re_le_norm (star a * (star c ⬝ᵥ x)))).1
    rwa [norm_mul, norm_star] at h1
  have hδ : 0 ≤ weight c / (g - e) := div_nonneg hs hD.le
  have hδD : weight c / (g - e) * (g - e) = weight c := div_mul_cancel₀ _ hD.ne'
  generalize weight c / (g - e) = δ at *
  -- completion of the square
  have hsq : (2 * (‖a‖ * ‖star c ⬝ᵥ x‖)) ^ 2 ≤ (δ * ‖a‖ ^ 2 + (g - e) * weight x) ^ 2 := by
    have h1 := mul_le_mul_of_nonneg_left hz (sq_nonneg ‖a‖)
    rw [← hδD] at h1
    nlinarith [sq_nonneg (δ * ‖a‖ ^ 2 - (g - e) * weight x)]
  have hab := (le_abs_self _).trans (abs_le_of_sq_le_sq hsq (by positivity))
  nlinarith [mul_nonneg hδ hX]
```

## A trial state bounds the lowest level

Suppose a state \(y\) has \(y^*Ay<\tau\|y\|^2\), with \(A\) Hermitian. If no eigenvalue of \(A\) were below \(\tau\), then \(A-\tau\) would have only nonnegative eigenvalues and would be positive semidefinite. That would give \(y^*Ay\ge\tau\|y\|^2\), a contradiction. The proof follows this argument: a negative eigenvalue \(\lambda\) of the shifted matrix, which is Hermitian by `hB`, yields the level \(\tau+\lambda\) of \(A\).

```lean
/-- Variational principle: if a trial state of a Hermitian matrix has energy below `τ` times
its squared norm, then some eigenvalue lies below `τ`. -/
theorem exists_level_lt [DecidableEq n] {A : Matrix n n ℂ} (hA : A.IsHermitian) {τ : ℝ}
    {y : n → ℂ} (hy : energy A y < τ * weight y) : ∃ μ ∈ levels A, μ < τ := by
  have hB : (A - (τ : ℂ) • (1 : Matrix n n ℂ)).IsHermitian :=
    hA.sub (by simp [Matrix.IsHermitian, Matrix.conjTranspose_smul])
  have shift : ∀ v : n → ℂ,
      (A - (τ : ℂ) • (1 : Matrix n n ℂ)) *ᵥ v = A *ᵥ v - (τ : ℂ) • v := fun v => by
    rw [Matrix.sub_mulVec, Matrix.smul_mulVec, Matrix.one_mulVec]
  by_contra hno
  -- without a level below τ the shifted matrix would be positive semidefinite
  have hpsd := hB.posSemidef_iff_eigenvalues_nonneg.2 (fun j => by
    by_contra hj
    have hj' : hB.eigenvalues j < 0 := not_le.1 hj
    apply hno
    refine ⟨τ + hB.eigenvalues j, ⟨(hB.eigenvectorBasis j).ofLp, ?_, ?_⟩, by linarith⟩
    · intro h0
      apply hB.eigenvectorBasis.orthonormal.ne_zero j
      ext i
      exact congrFun h0 i
    · have h := hB.mulVec_eigenvectorBasis j
      rw [shift] at h
      rw [sub_eq_iff_eq_add.1 h]
      ext i
      simp only [Pi.add_apply, Pi.smul_apply, Complex.real_smul, smul_eq_mul,
        Complex.ofReal_add]
      ring)
  have h := (Complex.le_def.1 (hpsd.dotProduct_mulVec_nonneg y)).1
  rw [shift, dotProduct_sub, dotProduct_smul, star_dot_self, smul_eq_mul, Complex.sub_re,
    Complex.re_ofReal_mul, Complex.ofReal_re, Complex.zero_re] at h
  unfold energy at hy
  linarith
```

Every level is a root of the characteristic polynomial, which is monic and so has finitely many roots.

```lean
/-- A matrix has finitely many real eigenvalues. -/
theorem levels_finite [DecidableEq n] (A : Matrix n n ℂ) : (levels A).Finite := by
  have hroots : {z : ℂ | A.charpoly.IsRoot z}.Finite :=
    Polynomial.finite_setOfPred_isRoot A.charpoly_monic.ne_zero
  refine (hroots.preimage Complex.ofReal_injective.injOn).subset ?_
  rintro μ ⟨v, hv, h⟩
  change A.charpoly.eval (μ : ℂ) = 0
  rw [Matrix.eval_charpoly, ← Matrix.exists_mulVec_eq_zero_iff]
  refine ⟨v, hv, ?_⟩
  rw [Matrix.sub_mulVec, h]
  ext i
  simp [Matrix.scalar_apply]
```

## The lowering is of second order in the coupling

Let \(\Gamma>e\) be an upper bound on the mean ghost energy along \(c\), so that \(c^*Gc\le\Gamma\|c\|^2\), and put \(D=\Gamma-e\). The trial state is \(y=(D,-c)\). When \(Gc=\Gamma c\), this is the first-order perturbed orbital \((1,-c/D)\) multiplied by \(D\). It has \(\|y\|^2=D^2+\|c\|^2\) and

\[
y^*Hy=eD^2-2D\|c\|^2+c^*Gc\le e\,(D^2+\|c\|^2)-D\|c\|^2 .
\]

Dividing by the squared norm and using the variational principle,

\[
E\le e-\frac{\|c\|^2D}{D^2+\|c\|^2}.
\]

If \(c\) is scaled down with its direction and \(G\) fixed, this lowering and the bound \(\|c\|^2/(g-e)\) both vanish as \(\|c\|^2\). In the code `hw` and `hen` are the norm and energy of the trial state, and `hvar` is the variational step.

```lean
/-- For a Hermitian ghost block whose mean energy along the coupling vector `c` is at most `Γ > e`,
the lowest eigenvalue of `ghostH e c G` lies below `e` by at least `‖c‖² D / (D² + ‖c‖²)`, where
`D = Γ - e`. -/
theorem second_order_lowering [DecidableEq n] {e Γ E : ℝ} {c : n → ℂ} {G : Matrix n n ℂ}
    (hG : G.IsHermitian) (hΓ : e < Γ) (hc : energy G c ≤ Γ * weight c)
    (hE : IsLeast (levels (ghostH e c G)) E) :
    E ≤ e - weight c * (Γ - e) / ((Γ - e) ^ 2 + weight c) := by
  have hD : 0 < Γ - e := sub_pos.2 hΓ
  have hs : 0 ≤ weight c := Finset.sum_nonneg fun _ _ => by positivity
  -- the trial state mixes the physical level with the ghost direction -c
  let y : Option n → ℂ := fun o => o.elim ((Γ - e : ℝ) : ℂ) (-c)
  have hw : weight y = (Γ - e) ^ 2 + weight c := by
    have h1 : weight y = ‖((Γ - e : ℝ) : ℂ)‖ ^ 2 + weight (-c) := Fintype.sum_option _
    have h2 : weight (-c) = weight c := by simp [weight]
    rw [h1, h2, Complex.norm_real, Real.norm_eq_abs, sq_abs]
  have hen : energy (ghostH e c G) y
      = e * (Γ - e) ^ 2 - 2 * ((Γ - e) * weight c) + energy G c := by
    have h2 : energy G (-c) = energy G c := by simp [energy, Matrix.mulVec_neg]
    rw [energy_expand]
    change e * ‖((Γ - e : ℝ) : ℂ)‖ ^ 2
      + 2 * (star ((Γ - e : ℝ) : ℂ) * (star c ⬝ᵥ (-c))).re + energy G (-c) = _
    rw [h2, dotProduct_neg, star_dot_self, Complex.norm_real, Real.norm_eq_abs, sq_abs,
      Complex.star_def, Complex.conj_ofReal, Complex.re_ofReal_mul, Complex.neg_re,
      Complex.ofReal_re]
    ring
  have hvar : E * weight y ≤ energy (ghostH e c G) y := by
    by_contra h
    obtain ⟨μ, hμ, hlt⟩ := exists_level_lt (ghostH_isHermitian e c hG) (not_le.1 h)
    exact not_le_of_gt hlt (hE.2 hμ)
  rw [hw, hen] at hvar
  have hpos : 0 < (Γ - e) ^ 2 + weight c := by positivity
  have hq : weight c * (Γ - e) / ((Γ - e) ^ 2 + weight c) ≤ e - E :=
    (div_le_iff₀ hpos).2 (by nlinarith)
  linarith
```

## The lowest level lies strictly below the bare one

The last theorem takes a Hermitian \(G\) (`hG`), the gap \(e<g\) (`hge`), the inequality \(g\|x\|^2\le x^*Gx\) for every \(x\) (`hg`), and a nonzero coupling (`hc`). The condition `hg` says that every ghost lies at or above \(g\) before coupling; it is assumed here, not derived from a pseudopotential. The conclusion is a number \(E\) that is the least element of the set of levels (`IsLeast`) and obeys both inequalities. At \(c=0\) the lowest level would be \(e\) itself, so the strict inequality needs the coupling.

The proof has three steps:

- The variational principle, applied to the all-ones state with \(\tau\) one unit above its mean energy, shows that a level exists. As the levels are finite in number, there is a lowest one.
- Taking \(\Gamma=c^*Gc/\|c\|^2\ge g>e\) in the previous theorem gives \(E<e\).
- At an eigenvector \(v\) of \(E\) the energy is \(E\|v\|^2\). The lower bound on the energy, divided by \(\|v\|^2>0\), gives \(E\ge e-\|c\|^2/(g-e)\).

```lean
/-- A physical level `e` coupled through `c ≠ 0` to a Hermitian ghost block bounded below by
`g > e` yields a lowest eigenvalue strictly below `e` and at least `e - ‖c‖² / (g - e)`. -/
theorem ghosts_lower_valence_level [DecidableEq n] {e g : ℝ} {c : n → ℂ} {G : Matrix n n ℂ}
    (hG : G.IsHermitian) (hge : e < g) (hg : ∀ x, g * weight x ≤ energy G x) (hc : c ≠ 0) :
    ∃ E, IsLeast (levels (ghostH e c G)) E ∧ E < e ∧ e - weight c / (g - e) ≤ E := by
  have hs := weight_pos hc
  -- a lowest level exists, since the levels are finite in number and not absent
  have hne : (levels (ghostH e c G)).Nonempty := by
    have hy : (fun _ => 1 : Option n → ℂ) ≠ 0 := fun h => one_ne_zero (congrFun h none)
    have hw := weight_pos hy
    obtain ⟨μ, hμ, _⟩ := exists_level_lt (ghostH_isHermitian e c hG)
      (τ := energy (ghostH e c G) (fun _ => 1) / weight (fun _ => 1 : Option n → ℂ) + 1)
      (y := fun _ => 1) (by rw [add_mul, div_mul_cancel₀ _ hw.ne']; linarith)
    exact ⟨μ, hμ⟩
  obtain ⟨E, hE, hmin⟩ := Set.exists_min_image _ id (levels_finite (ghostH e c G)) hne
  have hleast : IsLeast (levels (ghostH e c G)) E := ⟨hE, fun μ hμ => hmin μ hμ⟩
  refine ⟨E, hleast, ?_, ?_⟩
  · -- use the actual mean ghost energy along c
    have hΓ : e < energy G c / weight c := hge.trans_le ((le_div_iff₀ hs).2 (hg c))
    have h := second_order_lowering hG hΓ (div_mul_cancel₀ _ hs.ne').ge hleast
    have hD := sub_pos.2 hΓ
    have hq : 0 < weight c * (energy G c / weight c - e)
        / ((energy G c / weight c - e) ^ 2 + weight c) :=
      div_pos (mul_pos hs hD) (add_pos (pow_pos hD 2) hs)
    linarith
  · -- evaluate the lower bound on the energy at the eigenvector
    obtain ⟨v, hv, h⟩ := hE
    have hen : energy (ghostH e c G) v = E * weight v := by
      unfold energy
      rw [h, dotProduct_smul, star_dot_self, smul_eq_mul, Complex.re_ofReal_mul,
        Complex.ofReal_re]
    have hb := energy_lower_bound c hge hg v
    rw [hen] at hb
    exact le_of_mul_le_mul_right hb (weight_pos hv)

end

end GhostLevelRepulsion
```

```lean
#print axioms GhostLevelRepulsion.ghosts_lower_valence_level
-- 'GhostLevelRepulsion.ghosts_lower_valence_level' depends on axioms: [propext, Classical.choice, Quot.sound]
```

## The matrix elements in an ultrasoft calculation

An ultrasoft calculation solves \(\hat H\psi=\varepsilon S\psi\). Let \(\hat H\) and \(S\) be the operators of the molecule or solid, and let the orbitals below be derived from those of the isolated pseudo-atom; if \(\phi\) already solved this equation, every \(c_i\) would vanish. Take a valence orbital \(\phi\) and ghost orbitals \(\chi_i\) that together are orthonormal with respect to \(S\): \(\langle\phi|S|\phi\rangle=1\), \(\langle\chi_i|S|\phi\rangle=0\) and \(\langle\chi_i|S|\chi_j\rangle=\delta_{ij}\). Then

\[
e=\langle\phi|\hat H|\phi\rangle,\qquad c_i=\langle\chi_i|\hat H|\phi\rangle,\qquad G_{ij}=\langle\chi_i|\hat H|\chi_j\rangle ,
\]

and \(g\) can be taken as the lowest eigenvalue of \(G\), provided that it lies above \(e\). If these orbitals span only part of the basis, \(E\) is the lowest energy within their span.

For one ghost at \(5\) eV, a valence level at \(-5\) eV and a coupling of \(1\) eV, the two bounds place \(E\) between \(-5.1\) eV and \(-5-10/101\approx-5.09901\) eV. Diagonalising the \(2\times2\) matrix gives \(-\sqrt{26}\approx-5.09902\) eV. The empty ghost has lowered the valence level by about \(0.1\) eV.
